# In n given fields, the induction energy of a core with positive linear polarizability lies between n times the additive estimate and zero

If the polarization energy of an atomic core is added up source by source, two equal charges on opposite sides of the core at the same distance each contribute a stabilization, although their fields cancel at its centre and induce no dipole. For a core with linear response and positive polarizability in n given fields, the induction energy in the total field lies between n times the additive sum and zero, and for two or more fields the sum can err in either direction.

In Lean 4 with Mathlib:

```lean
import Mathlib

open Finset

namespace CorePolarization

noncomputable section

/-- Electric fields and dipole moments are vectors in three-dimensional Euclidean space. -/
abbrev Vec := EuclideanSpace ℝ (Fin 3)

/-- Energy of a core of polarizability `α ≠ 0` carrying the dipole `μ` in the field `F`:
the cost of polarizing the core plus the coupling of the dipole to the field. -/
def dipoleEnergy (α : ℝ) (F μ : Vec) : ℝ := ‖μ‖ ^ 2 / (2 * α) - inner ℝ μ F

/-- Induction energy `W` of one core in the total field of `n` sources. -/
def inductionEnergy {n : ℕ} (α : ℝ) (E : Fin n → Vec) : ℝ := -(α / 2) * ‖∑ i, E i‖ ^ 2

/-- Additive estimate `W_add`: the induction energies of the single fields, summed. -/
def additiveEnergy {n : ℕ} (α : ℝ) (E : Fin n → Vec) : ℝ := -(α / 2) * ∑ i, ‖E i‖ ^ 2

/-- For `α ≠ 0` the dipole energy is `-(α/2)|F|²` plus a term quadratic in the deviation
of the dipole from `α F`. -/
theorem dipoleEnergy_eq {α : ℝ} (hα : α ≠ 0) (F μ : Vec) :
    dipoleEnergy α F μ = -(α / 2) * ‖F‖ ^ 2 + ‖μ - α • F‖ ^ 2 / (2 * α) := by
  unfold dipoleEnergy
  rw [norm_sub_sq_real, inner_smul_right, norm_smul, Real.norm_eq_abs, mul_pow, sq_abs]
  field_simp
  ring

/-- For `α > 0` the induction energy is the least dipole energy that the core can reach
in the total field. -/
theorem inductionEnergy_isLeast {n : ℕ} {α : ℝ} (hα : 0 < α) (E : Fin n → Vec) :
    IsLeast (Set.range (dipoleEnergy α (∑ i, E i))) (inductionEnergy α E) := by
  constructor
  · -- the minimum is reached by the linear-response dipole
    refine ⟨α • ∑ i, E i, ?_⟩
    rw [dipoleEnergy_eq hα.ne', sub_self]
    simp [inductionEnergy]
  · rintro _ ⟨μ, rfl⟩
    rw [dipoleEnergy_eq hα.ne']
    have h : 0 ≤ ‖μ - α • ∑ i, E i‖ ^ 2 / (2 * α) := by positivity
    unfold inductionEnergy
    linarith

/-- The squared norm of the total field is the sum of the inner products `E i · E j` over all
ordered pairs of indices, those with `i = j` included. -/
theorem norm_sq_total {n : ℕ} (E : Fin n → Vec) :
    ‖∑ i, E i‖ ^ 2 = ∑ i, ∑ j, inner ℝ (E i) (E j) := by
  rw [← real_inner_self_eq_norm_sq, sum_inner]
  simp only [inner_sum]

/-- The induction energy exceeds `n` times the additive estimate by `α/4` times the sum of
the squared differences of the fields over all ordered pairs. -/
theorem induction_sub_additive {n : ℕ} (α : ℝ) (E : Fin n → Vec) :
    inductionEnergy α E - n * additiveEnergy α E
      = α / 4 * ∑ i, ∑ j, ‖E i - E j‖ ^ 2 := by
  unfold inductionEnergy additiveEnergy
  rw [norm_sq_total]
  simp only [norm_sub_sq_real, sum_add_distrib, sum_sub_distrib, ← mul_sum, sum_const,
    card_univ, Fintype.card_fin, nsmul_eq_mul]
  ring

/-- For `α > 0` the induction energy of `n` fields lies between `n` times the additive
estimate and zero. The lower bound is attained exactly when all fields are equal, the upper
exactly when the fields sum to zero. -/
theorem induction_bounds {n : ℕ} {α : ℝ} (hα : 0 < α) (E : Fin n → Vec) :
    (n * additiveEnergy α E ≤ inductionEnergy α E ∧ inductionEnergy α E ≤ 0) ∧
    (inductionEnergy α E = n * additiveEnergy α E ↔ ∀ i j, E i = E j) ∧
    (inductionEnergy α E = 0 ↔ ∑ i, E i = 0) := by
  have hid := induction_sub_additive α E
  have hS : 0 ≤ ∑ i, ∑ j, ‖E i - E j‖ ^ 2 :=
    sum_nonneg fun i _ => sum_nonneg fun j _ => sq_nonneg _
  refine ⟨⟨?_, ?_⟩, ⟨?_, ?_⟩, ⟨?_, ?_⟩⟩
  · have h := mul_nonneg (by positivity : 0 ≤ α / 4) hS
    linarith
  · have h : 0 ≤ α / 2 * ‖∑ i, E i‖ ^ 2 := by positivity
    unfold inductionEnergy
    linarith
  · -- a vanishing sum of squares forces every difference to vanish
    intro h i j
    have h0 : α / 4 * ∑ i, ∑ j, ‖E i - E j‖ ^ 2 = 0 := by linarith
    have h1 := (mul_eq_zero.mp h0).resolve_left (by positivity)
    have h2 := (sum_eq_zero_iff_of_nonneg
      (fun i _ => sum_nonneg fun j _ => sq_nonneg _)).mp h1 i (mem_univ i)
    have h3 := (sum_eq_zero_iff_of_nonneg (fun j _ => sq_nonneg _)).mp h2 j (mem_univ j)
    exact sub_eq_zero.mp (norm_eq_zero.mp ((pow_eq_zero_iff two_ne_zero).mp h3))
  · intro h
    have h0 : ∑ i, ∑ j, ‖E i - E j‖ ^ 2 = 0 :=
      sum_eq_zero fun i _ => sum_eq_zero fun j _ => by simp [h i j]
    rw [h0] at hid
    linarith
  · intro h
    unfold inductionEnergy at h
    have h1 := (mul_eq_zero.mp h).resolve_left (by intro h'; linarith)
    exact norm_eq_zero.mp ((pow_eq_zero_iff two_ne_zero).mp h1)
  · intro h
    simp [inductionEnergy, h]

/-- The induction energy minus the additive estimate is `-α/2` times the sum of the inner products
`E i · E j` over all ordered pairs of different indices. -/
theorem additive_error {n : ℕ} (α : ℝ) (E : Fin n → Vec) :
    inductionEnergy α E - additiveEnergy α E
      = -(α / 2) * ∑ i, ∑ j ∈ univ.erase i, inner ℝ (E i) (E j) := by
  have h : ∑ i, ∑ j, inner ℝ (E i) (E j)
      = ∑ i, ‖E i‖ ^ 2 + ∑ i, ∑ j ∈ univ.erase i, inner ℝ (E i) (E j) := by
    rw [← sum_add_distrib]
    refine sum_congr rfl fun i _ => ?_
    rw [← real_inner_self_eq_norm_sq]
    exact (add_sum_erase univ (fun j => inner ℝ (E i) (E j)) (mem_univ i)).symm
  unfold inductionEnergy additiveEnergy
  rw [norm_sq_total, h]
  ring

/-- For two fields and `α > 0`, the induction energy lies below the additive estimate exactly
when the inner product of the fields is positive, and above it exactly when it is negative. -/
theorem two_fields_sign {α : ℝ} (hα : 0 < α) (E : Fin 2 → Vec) :
    (inductionEnergy α E < additiveEnergy α E ↔ 0 < inner ℝ (E 0) (E 1)) ∧
    (additiveEnergy α E < inductionEnergy α E ↔ inner ℝ (E 0) (E 1) < 0) := by
  have key : inductionEnergy α E = additiveEnergy α E - α * inner ℝ (E 0) (E 1) := by
    unfold inductionEnergy additiveEnergy
    rw [Fin.sum_univ_two, Fin.sum_univ_two, norm_add_sq_real]
    ring
  rw [key]
  refine ⟨⟨fun h => ?_, fun h => ?_⟩, ⟨fun h => ?_, fun h => ?_⟩⟩
  · exact pos_of_mul_pos_right (by linarith : 0 < α * inner ℝ (E 0) (E 1)) hα.le
  · have := mul_pos hα h
    linarith
  · by_contra hx
    have := mul_nonneg hα.le (not_lt.mp hx)
    linarith
  · have := mul_neg_of_pos_of_neg hα h
    linarith

/-- For `α > 0` and at least two sources that all produce the same nonzero field, the
induction energy lies strictly below the additive estimate. -/
theorem equal_fields_below {n : ℕ} (hn : 2 ≤ n) {α : ℝ} (hα : 0 < α) {F : Vec}
    (hF : F ≠ 0) :
    inductionEnergy α (fun _ : Fin n => F) < additiveEnergy α (fun _ : Fin n => F) := by
  have hW := (induction_bounds hα (fun _ : Fin n => F)).2.1.mpr fun _ _ => rfl
  have hn' : (2 : ℝ) ≤ n := by exact_mod_cast hn
  have hF' : 0 < ‖F‖ := norm_pos_iff.mpr hF
  have hA : additiveEnergy α (fun _ : Fin n => F) < 0 := by
    have h : 0 < α / 2 * (n * ‖F‖ ^ 2) := by positivity
    simp only [additiveEnergy, sum_const, card_univ, Fintype.card_fin, nsmul_eq_mul]
    linarith
  rw [hW]
  nlinarith

/-- For `α > 0` and fields that sum to zero without all vanishing, the induction energy lies
strictly above the additive estimate. -/
theorem cancelling_fields_above {n : ℕ} {α : ℝ} (hα : 0 < α) {E : Fin n → Vec}
    (hsum : ∑ i, E i = 0) (hne : ∃ i, E i ≠ 0) :
    additiveEnergy α E < inductionEnergy α E := by
  obtain ⟨i, hi⟩ := hne
  have hpos : 0 < ∑ i, ‖E i‖ ^ 2 :=
    sum_pos' (fun _ _ => sq_nonneg _) ⟨i, mem_univ i, pow_pos (norm_pos_iff.mpr hi) 2⟩
  rw [(induction_bounds hα E).2.2.mpr hsum]
  have h := mul_pos (half_pos hα) hpos
  unfold additiveEnergy
  linarith

end

end CorePolarization
```

```lean
#print axioms CorePolarization.induction_bounds
#print axioms CorePolarization.two_fields_sign
#print axioms CorePolarization.equal_fields_below
#print axioms CorePolarization.cancelling_fields_above
```

```
'CorePolarization.induction_bounds' depends on axioms: [propext, Classical.choice, Quot.sound]
'CorePolarization.two_fields_sign' depends on axioms: [propext, Classical.choice, Quot.sound]
'CorePolarization.equal_fields_below' depends on axioms: [propext, Classical.choice, Quot.sound]
'CorePolarization.cancelling_fields_above' depends on axioms: [propext, Classical.choice, Quot.sound]
```

## Two energies for one core

Let \(E_0,\dots,E_{n-1}\) be the electric fields that \(n\) sources produce at the core, and let \(\alpha\) be its static dipole polarizability. The letter \(E\) always stands for a field; energies are called \(W\) or \(U\). The two energies to compare are

\[
W=-\frac{\alpha}{2}\Bigl|\sum_i E_i\Bigr|^2,\qquad
W_{\mathrm{add}}=-\frac{\alpha}{2}\sum_i |E_i|^2 .
\]

In the code they are `inductionEnergy α E` and `additiveEnergy α E`. A field is a `Vec`, a vector of Euclidean 3-space, and `E : Fin n → Vec` is the list of fields, numbered from 0. The expression `inner ℝ (E i) (E j)` is the scalar product \(E_i\cdot E_j\).

The central theorem, `induction_bounds`, says that for \(\alpha>0\)

\[
n\,W_{\mathrm{add}}\le W\le 0 .
\]

The lower bound is attained exactly when all fields are equal, the upper exactly when they sum to zero. Two further theorems, `equal_fields_below` and `cancelling_fields_above`, give configurations in which \(W\) lies strictly below and strictly above \(W_{\mathrm{add}}\).

## The physics behind the quadratic energy

The formula for \(W\) comes from a competition between two terms. A core that carries the dipole \(\mu\) in a field \(F\) has the energy

\[
U(\mu)=\frac{|\mu|^2}{2\alpha}-\mu\cdot F ,
\]

which is `dipoleEnergy α F μ`: the cost of deforming the core plus the coupling of the dipole to the field. The condition \(\alpha>0\) expresses that deformation costs energy, so that the core is stable. A single number \(\alpha\) means that the response is isotropic and linear. The units are those in which the induced dipole is \(\alpha F\), without a further prefactor.

Expanding the square gives \(|\mu-\alpha F|^2=|\mu|^2-2\alpha\,\mu\cdot F+\alpha^2|F|^2\). Division by \(2\alpha\) and rearrangement lead to

\[
U(\mu)=-\frac{\alpha}{2}|F|^2+\frac{|\mu-\alpha F|^2}{2\alpha}.
\]

The last term is never negative and vanishes at \(\mu=\alpha F\). With \(F=\sum_i E_i\), the least value of \(U\) is therefore \(W\).

This is the content of `dipoleEnergy_eq` and `inductionEnergy_isLeast`. The first expands the norm with `norm_sub_sq_real`, clears the denominators with `field_simp` and finishes with `ring`. In the second, `IsLeast` calls for two things: a dipole that reaches the value \(W\), supplied as `α • ∑ i, E i`, and the inequality \(W\le U(\mu)\) for every \(\mu\).

The fields enter as fixed vectors. In a molecule the polarized core acts back on its sources and changes their fields, and the passage from given fields to self-consistent ones is a physical step that the hypotheses leave open.

The comparison bears on core-polarization corrections in valence-electron calculations and on polarizable force fields, as far as these treat a core or an atom as a linear, isotropic point dipole in given classical fields.

## Why the bounds hold

The squared total field is a sum over all ordered pairs, as `norm_sq_total` states:

\[
\Bigl|\sum_i E_i\Bigr|^2=\sum_{i,j}E_i\cdot E_j .
\]

Now sum the squared differences of the fields over the same pairs:

\[
\sum_{i,j}|E_i-E_j|^2=\sum_{i,j}\bigl(|E_i|^2+|E_j|^2-2E_i\cdot E_j\bigr)
=2n\sum_i|E_i|^2-2\Bigl|\sum_i E_i\Bigr|^2 .
\]

Multiplication by \(\alpha/4\) turns the right-hand side into \(-nW_{\mathrm{add}}+W\), so that

\[
W-n\,W_{\mathrm{add}}=\frac{\alpha}{4}\sum_{i,j}|E_i-E_j|^2 .
\]

This identity is `induction_sub_additive`. Its `simp only` call expands each squared difference and splits the double sum; a sum over an index that does not occur in the summand becomes a factor \(n\), and `ring` collects the terms.

For \(\alpha>0\) the right-hand side is nonnegative, which is the lower bound. It vanishes exactly when every difference \(E_i-E_j\) does. The upper bound holds because \(W\) is a negative multiple of a square, and \(W=0\) forces the total field to be zero. In `induction_bounds` the identity is stored as `hid` and the nonnegativity of the double sum as `hS`; `linarith` then combines them.

## From a vanishing sum to equal fields

The equality case of the lower bound needs more than an inequality: from one vanishing number it must be concluded that all fields agree. Mathlib's `sum_eq_zero_iff_of_nonneg` does this. It says that a finite sum of nonnegative terms is zero exactly when each term is zero. Without a condition on the signs this fails, as \(1+(-1)=0\) shows.

Since the sum is a double one, the lemma is applied twice. The first application treats the inner sums as the terms and gives \(\sum_j|E_i-E_j|^2=0\) for the chosen \(i\). The second gives \(|E_i-E_j|^2=0\) for the chosen \(j\). The closing line then passes from the square to the norm, from the norm to the difference, and from there to \(E_i=E_j\).

## The sign of the error

Separating the terms with \(i=j\) from the pair sum leaves the cross terms:

\[
W-W_{\mathrm{add}}=-\frac{\alpha}{2}\sum_i\sum_{j\ne i}E_i\cdot E_j .
\]

This is `additive_error`, where `univ.erase i` is the set of all indices other than \(i\), and `add_sum_erase` performs the separation. Each unordered pair is counted twice, so for two fields the difference is \(-\alpha\,E_0\cdot E_1\). Accordingly, `two_fields_sign` states that \(W<W_{\mathrm{add}}\) exactly when \(E_0\cdot E_1>0\), and \(W>W_{\mathrm{add}}\) exactly when \(E_0\cdot E_1<0\). Its proof first establishes the formula for the difference as `key` and then reads off the signs from \(\alpha>0\).

For \(n\ge 2\) equal fields \(F\ne 0\), the equality case gives \(W=nW_{\mathrm{add}}\). Since \(W_{\mathrm{add}}=-\tfrac{\alpha}{2}n|F|^2\) is negative, \(W\) lies strictly below it: the additive estimate gives too little stabilization. For fields that sum to zero without all vanishing, \(W=0\) while \(W_{\mathrm{add}}<0\), and the estimate gives too much. The two proofs take the value of \(W\) from `induction_bounds` and add the strict sign of \(W_{\mathrm{add}}\); the first also uses \(n\ge 2\).

## One source, two sources, none

With a single source the two energies coincide, and the lower bound is always attained. With no source all sums are empty and both energies are zero; the theorem holds there too, which is why it does not assume \(n\ge1\).

Two fields of equal strength \(|F|\) at an angle \(\theta\) show the whole range. The additive estimate is \(-\alpha|F|^2\) at every angle, whereas

\[
W=-\alpha|F|^2(1+\cos\theta).
\]

Parallel fields give twice the estimate, perpendicular fields agree with it, and opposite fields give zero.
